# Every continuous velocity parameter that adds under collinear composition is a constant multiple of rapidity

Suppose two physicists each label velocities along a line by a continuous quantity, not identically zero, that adds when boosts are carried out in succession. Additivity alone makes them agree that a boost carried out twice has twice the label. If such quantities were not unique up to scale, however, their labels could differ by more than a choice of unit: the ratio of the labels of two boosts could depend on who was asked. Velocity itself is no way out, because it does not add. In units of the speed of light, $\tfrac12$ composed with $\tfrac12$ gives $\tfrac45$, not $1$.

The problems below show that the disagreement cannot occur. In relativistic quantum mechanics a boost along a fixed axis acts on a Dirac spinor through an exponential in the rapidity, and for such collinear boosts, though not for boosts in different directions, the result fixes that additive parameter up to scale.

## Velocities, rapidity and additivity

All velocities are collinear and measured in units of the speed of light, so those a boost can have are the real numbers in the open interval $(-1,1)$, written `Ioo (-1 : ℝ) 1` in Lean.

```lean
import Mathlib

open Set

namespace RapidityUniqueness

noncomputable section
```

The composition of two velocities $a$ and $b$ is

$$a\oplus b=\frac{a+b}{1+ab}.$$

This law is taken as a definition; it is not derived here from the Lorentz transformation. It stands for the velocity that results when a boost by $a$ and a boost by $b$ along the same line are combined.

```lean
/-- Relativistic composition of two collinear velocities, in units of the speed of light. -/
def compose (a b : ℝ) : ℝ := (a + b) / (1 + a * b)
```

The rapidity of a velocity $v$ is

$$\rho(v)=\frac12\log\frac{1+v}{1-v}.$$

```lean
/-- The rapidity belonging to the velocity `v`, in units of the speed of light. -/
def rapidity (v : ℝ) : ℝ := 1 / 2 * Real.log ((1 + v) / (1 - v))
```

A function $f$ is an additive parameter if $f(a\oplus b)=f(a)+f(b)$ for all $a,b\in(-1,1)$. In Lean, $f$ is defined on all of $\mathbb R$, but the condition concerns only velocities below the speed of light, and the values of $f$ elsewhere are left free.

```lean
/-- The parameter `f` of a composed velocity is the sum of the parameters of its two parts,
for all velocities below the speed of light. -/
def IsAdditiveParameter (f : ℝ → ℝ) : Prop :=
  ∀ a ∈ Ioo (-1 : ℝ) 1, ∀ b ∈ Ioo (-1 : ℝ) 1, f (compose a b) = f a + f b
```

## (a) Every hyperbolic tangent is a subluminal velocity

**Task.** Show that $-1<\tanh w<1$ for every real $w$.

**Solution.** The sum and the difference of the hyperbolic functions are exponentials, hence positive:

$$\cosh w+\sinh w=e^{w}>0,\qquad \cosh w-\sinh w=e^{-w}>0.$$

Therefore $-\cosh w<\sinh w<\cosh w$. Division by $\cosh w>0$ gives the claim. In the Lean proof the two division lemmas clear the denominator, and `linarith` combines the identities with the positivity of the exponentials.

```lean
/-- The hyperbolic tangent of any real number is a velocity below the speed of light. -/
theorem tanh_mem (w : ℝ) : Real.tanh w ∈ Ioo (-1 : ℝ) 1 := by
  have h1 := Real.cosh_add_sinh w
  have h2 := Real.cosh_sub_sinh w
  have p1 := Real.exp_pos w
  have p2 := Real.exp_pos (-w)
  rw [Real.tanh_eq_sinh_div_cosh]
  constructor
  · rw [lt_div_iff₀ (Real.cosh_pos w)]
    linarith
  · rw [div_lt_iff₀ (Real.cosh_pos w)]
    linarith
```

## (b) The velocity $\tanh w$ has rapidity $w$

**Task.** Show that $\rho(\tanh w)=w$.

**Solution.** Dividing the two identities of (a) by $\cosh w$ gives

$$1+\tanh w=\frac{e^{w}}{\cosh w},\qquad 1-\tanh w=\frac{e^{-w}}{\cosh w}.$$

In the quotient the factor $\cosh w$ cancels, so

$$\rho(\tanh w)=\tfrac12\log\frac{e^{w}}{e^{-w}}=\tfrac12\bigl(w-(-w)\bigr)=w.$$

The two displayed formulas are `h1` and `h2` in the code.

```lean
/-- The velocity `tanh w` has rapidity `w`. -/
theorem rapidity_tanh (w : ℝ) : rapidity (Real.tanh w) = w := by
  have hc : Real.cosh w ≠ 0 := (Real.cosh_pos w).ne'
  -- the two Doppler-like factors are exponentials over the same denominator
  have h1 : 1 + Real.tanh w = Real.exp w / Real.cosh w := by
    rw [Real.tanh_eq_sinh_div_cosh, ← Real.cosh_add_sinh w, add_div, div_self hc]
  have h2 : 1 - Real.tanh w = Real.exp (-w) / Real.cosh w := by
    rw [Real.tanh_eq_sinh_div_cosh, ← Real.cosh_sub_sinh w, sub_div, div_self hc]
  unfold rapidity
  rw [h1, h2, div_div_div_cancel_right₀ hc,
    Real.log_div (Real.exp_ne_zero _) (Real.exp_ne_zero _), Real.log_exp, Real.log_exp]
  ring
```

## (c) A subluminal velocity is the hyperbolic tangent of its rapidity

**Task.** Show that $\tanh\rho(v)=v$ for $v\in(-1,1)$.

**Solution.** Put $E=e^{\rho(v)}$. Since $1+v$ and $1-v$ are positive, the logarithm can be undone, and $E^2=(1+v)/(1-v)$. Hence

$$\tanh\rho(v)=\frac{E-E^{-1}}{E+E^{-1}}=\frac{E^2-1}{E^2+1}=\frac{(1+v)-(1-v)}{(1+v)+(1-v)}=v.$$

The code avoids the fractions. Its `hE` is the relation $E^2(1-v)=1+v$, and `hEF` is $E\,E^{-1}=1$. The goal becomes $\sinh\rho(v)=v\cosh\rho(v)$, which `linear_combination` obtains from these relations and the exponential forms of $\cosh\pm\sinh$.

```lean
/-- A velocity below the speed of light is the hyperbolic tangent of its rapidity. -/
theorem tanh_rapidity {v : ℝ} (hv : v ∈ Ioo (-1 : ℝ) 1) : Real.tanh (rapidity v) = v := by
  have hp : 0 < 1 + v := by linarith [hv.1]
  have hm : 0 < 1 - v := by linarith [hv.2]
  have hE : Real.exp (rapidity v) * Real.exp (rapidity v) * (1 - v) = 1 + v := by
    have h : rapidity v + rapidity v = Real.log ((1 + v) / (1 - v)) := by
      unfold rapidity
      ring
    rw [← Real.exp_add, h, Real.exp_log (div_pos hp hm), div_mul_cancel₀ _ hm.ne']
  have hEF : Real.exp (rapidity v) * Real.exp (-rapidity v) = 1 := by
    rw [← Real.exp_add, add_neg_cancel, Real.exp_zero]
  have hs := Real.cosh_add_sinh (rapidity v)
  have hd := Real.cosh_sub_sinh (rapidity v)
  rw [Real.tanh_eq_sinh_div_cosh, div_eq_iff (Real.cosh_pos _).ne']
  linear_combination (1 - v) / 2 * hs - (1 + v) / 2 * hd
    + Real.exp (-rapidity v) / 2 * hE - Real.exp (rapidity v) * (1 - v) / 2 * hEF
```

Together, (b) and (c) say that $\tanh$ and $\rho$ are inverse to each other between $\mathbb R$ and $(-1,1)$.

## (d) Adding rapidities composes velocities

**Task.** Show that $\tanh(x+y)=\tanh x\oplus\tanh y$ for all real $x,y$.

**Solution.** The addition formulas give

$$\tanh(x+y)=\frac{\sinh x\cosh y+\cosh x\sinh y}{\cosh x\cosh y+\sinh x\sinh y}.$$

Divide numerator and denominator by $\cosh x\cosh y$, which is not zero:

$$\tanh(x+y)=\frac{\tanh x+\tanh y}{1+\tanh x\tanh y}.$$

Lean works from the other end: it brings the numerator and the denominator of the composition law over $\cosh x\cosh y$, cancels that factor, and then applies the addition formulas.

```lean
/-- Adding two rapidities composes the corresponding velocities. -/
theorem tanh_add_eq_compose (x y : ℝ) :
    Real.tanh (x + y) = compose (Real.tanh x) (Real.tanh y) := by
  have hx : Real.cosh x ≠ 0 := (Real.cosh_pos x).ne'
  have hy : Real.cosh y ≠ 0 := (Real.cosh_pos y).ne'
  have hden : 1 + Real.sinh x / Real.cosh x * (Real.sinh y / Real.cosh y)
      = (Real.cosh x * Real.cosh y + Real.sinh x * Real.sinh y)
        / (Real.cosh x * Real.cosh y) := by
    rw [div_mul_div_comm, add_div, div_self (mul_ne_zero hx hy)]
  unfold compose
  rw [Real.tanh_eq_sinh_div_cosh, Real.tanh_eq_sinh_div_cosh x,
    Real.tanh_eq_sinh_div_cosh y, hden, div_add_div _ _ hx hy,
    div_div_div_cancel_right₀ (mul_ne_zero hx hy), Real.sinh_add, Real.cosh_add]
```

## (e) Composition stays subluminal, and rapidity is additive

**Task.** For $a,b\in(-1,1)$, show that $a\oplus b\in(-1,1)$ and $\rho(a\oplus b)=\rho(a)+\rho(b)$.

**Solution.** By (c), $a=\tanh\rho(a)$ and $b=\tanh\rho(b)$. Then (d) gives

$$a\oplus b=\tanh\bigl(\rho(a)+\rho(b)\bigr).$$

The right side lies in $(-1,1)$ by (a), and its rapidity is $\rho(a)+\rho(b)$ by (b). The code follows these steps, with the displayed equation as `h`.

```lean
/-- Composing two velocities below the speed of light gives a velocity below the speed of
light, and their rapidities add. -/
theorem compose_mem_and_rapidity_add {a b : ℝ} (ha : a ∈ Ioo (-1 : ℝ) 1)
    (hb : b ∈ Ioo (-1 : ℝ) 1) :
    compose a b ∈ Ioo (-1 : ℝ) 1 ∧ rapidity (compose a b) = rapidity a + rapidity b := by
  have h : compose a b = Real.tanh (rapidity a + rapidity b) := by
    rw [tanh_add_eq_compose, tanh_rapidity ha, tanh_rapidity hb]
  rw [h]
  exact ⟨tanh_mem _, rapidity_tanh _⟩
```

## (f) The rate of change of rapidity

**Task.** Show that $\rho'(v)=1/(1-v^2)$ for $v\in(-1,1)$.

**Solution.** The quotient rule gives

$$\frac{d}{dv}\,\frac{1+v}{1-v}=\frac{(1-v)+(1+v)}{(1-v)^2}=\frac{2}{(1-v)^2}.$$

By the chain rule for the logarithm,

$$\rho'(v)=\frac12\cdot\frac{1-v}{1+v}\cdot\frac{2}{(1-v)^2}=\frac{1}{(1+v)(1-v)}=\frac1{1-v^2}.$$

`HasDerivAt rapidity (1 / (1 - v ^ 2)) v` says that $\rho$ is differentiable at $v$ with this derivative. The proof builds the derivative by the same rules and then simplifies it algebraically.

```lean
/-- Below the speed of light, rapidity changes with velocity at the rate `1 / (1 - v ^ 2)`. -/
theorem hasDerivAt_rapidity {v : ℝ} (hv : v ∈ Ioo (-1 : ℝ) 1) :
    HasDerivAt rapidity (1 / (1 - v ^ 2)) v := by
  have hp : 1 + v ≠ 0 := by linarith [hv.1]
  have hm : 1 - v ≠ 0 := by linarith [hv.2]
  have h1 : HasDerivAt (fun x : ℝ => 1 + x) 1 v := (hasDerivAt_id' v).const_add 1
  have h2 : HasDerivAt (fun x : ℝ => 1 - x) (-1) v := (hasDerivAt_id' v).const_sub 1
  have h := ((h1.fun_div h2 hm).log (div_ne_zero hp hm)).const_mul (1 / 2)
  refine HasDerivAt.congr_deriv h ?_
  have hfac : 1 - v ^ 2 = (1 - v) * (1 + v) := by ring
  rw [hfac]
  field_simp
  ring
```

## (g) Continuity at rest already forces a multiple of rapidity

**Task.** Let $f$ be an additive parameter that is continuous at $v=0$. Show that there is exactly one real $c$ with $f(v)=c\,\rho(v)$ for all $v\in(-1,1)$.

**Solution.** Regard the parameter as a function of rapidity, $g(w)=f(\tanh w)$. By (d) and the additivity of $f$,

$$g(x+y)=f(\tanh x\oplus\tanh y)=g(x)+g(y).$$

In particular $g(0)=2g(0)$, so $g(0)=0$. Since $\tanh$ is continuous and $\tanh 0=0$, the function $g$ is continuous at $0$. It is then continuous at every $w$, because

$$g(w+h)-g(w)=g(h)\to g(0)=0\qquad(h\to0).$$

Additivity gives $g(nw)=n\,g(w)$ for every integer $n$. For a rational number $p/q$ with $q>0$ it follows that $q\,g(p/q)=g(p)=p\,g(1)$, so $g(p/q)=(p/q)\,g(1)$. Every real $w$ is a limit of rationals, and continuity extends the formula to

$$g(w)=w\,g(1)\qquad\text{for all real }w.$$

Set $w=\rho(v)$ and use (c): $f(v)=g(\rho(v))=g(1)\,\rho(v)$. So $c=g(1)=f(\tanh 1)$ works.

For uniqueness, let $c$ be any constant that works. At the velocity $\tanh 1$, whose rapidity is $1$ by (b), the formula reads $f(\tanh 1)=c$, which determines $c$.

In the code, `hadd` is the additivity of $g$, and `g` packages the function as a homomorphism of the additive group of real numbers. Mathlib supplies the two general steps: `continuous_of_continuousAt_zero` spreads continuity from $0$ to the whole line, and `map_real_smul` replaces the passage from integers to rationals to reals. The symbol `∃!` means that a constant exists and that there is only one.

```lean
/-- An additive velocity parameter that is continuous at rest is, below the speed of light, a
constant multiple of rapidity, with a unique constant. -/
theorem existsUnique_of_continuousAt_rest {f : ℝ → ℝ} (hc : ContinuousAt f 0)
    (hf : IsAdditiveParameter f) :
    ∃! c : ℝ, ∀ v ∈ Ioo (-1 : ℝ) 1, f v = c * rapidity v := by
  -- as a function of rapidity, the parameter is an additive map of the real line
  have hadd : ∀ x y : ℝ, f (Real.tanh (x + y)) = f (Real.tanh x) + f (Real.tanh y) := by
    intro x y
    rw [tanh_add_eq_compose]
    exact hf _ (tanh_mem x) _ (tanh_mem y)
  let g : ℝ →+ ℝ := AddMonoidHom.mk' (fun w => f (Real.tanh w)) hadd
  have htanh : Continuous Real.tanh := by
    have h : Real.tanh = fun w => Real.sinh w / Real.cosh w :=
      funext Real.tanh_eq_sinh_div_cosh
    rw [h]
    exact Real.continuous_sinh.div Real.continuous_cosh (fun w => (Real.cosh_pos w).ne')
  have h0 : ContinuousAt f (Real.tanh 0) := by
    rw [Real.tanh_zero]
    exact hc
  have hcomp : ContinuousAt (f ∘ Real.tanh) 0 := ContinuousAt.comp h0 htanh.continuousAt
  have hg0 : ContinuousAt g 0 := hcomp
  have hg : Continuous g := continuous_of_continuousAt_zero g hg0
  -- a continuous additive map of the real line is linear
  have hlin : ∀ w : ℝ, f (Real.tanh w) = w * f (Real.tanh 1) := by
    intro w
    have h := map_real_smul g hg w 1
    simp only [smul_eq_mul, mul_one] at h
    exact h
  refine ⟨f (Real.tanh 1), ?_, ?_⟩
  · intro v hv
    have h := hlin (rapidity v)
    rw [tanh_rapidity hv] at h
    rw [h, mul_comm]
  · intro c h
    have h1 := h _ (tanh_mem 1)
    rw [rapidity_tanh, mul_one] at h1
    exact h1.symm
```

Some regularity of $f$ is needed. With the axiom of choice, take a basis of $\mathbb R$ as a vector space over $\mathbb Q$ that contains $1$ and $\sqrt2$, and let $L$ be the $\mathbb Q$-linear map with $L(1)=1$ that sends every other basis element to $0$. Then $f(v)=L(\rho(v))$ on $(-1,1)$ is additive by (e). A formula $f=c\,\rho$ would require $c=1$ at the velocity $\tanh1$ and $c\sqrt2=0$ at $\tanh\sqrt2$, which is a contradiction.

## (h) Continuous and additive means proportional to rapidity

**Task.** Show that $f$ is continuous on $(-1,1)$ and additive if and only if there is a unique real $c$ with $f(v)=c\,\rho(v)$ for all $v\in(-1,1)$.

**Solution.** If $f$ is continuous on the open interval, it is continuous at its interior point $0$, and (g) applies.

Conversely, let $f=c\,\rho$ on $(-1,1)$. By (f), $\rho$ is differentiable there, hence continuous, and so is $c\,\rho$. For $a,b\in(-1,1)$ the composed velocity is again in the interval by (e), so the formula may be used at all three velocities:

$$f(a\oplus b)=c\,\rho(a\oplus b)=c\,\rho(a)+c\,\rho(b)=f(a)+f(b).$$

The hypothesis `ContinuousOn f (Ioo (-1 : ℝ) 1)` asks for continuity on the physical interval only. The constant may be zero, in which case $f$ vanishes there: it is additive, but does not distinguish velocities.

```lean
/-- Uniqueness of rapidity: a velocity parameter is continuous and additive below the speed
of light if and only if it is there a constant multiple of rapidity, with a unique constant. -/
theorem continuous_additive_iff_rapidity (f : ℝ → ℝ) :
    (ContinuousOn f (Ioo (-1 : ℝ) 1) ∧ IsAdditiveParameter f) ↔
      ∃! c : ℝ, ∀ v ∈ Ioo (-1 : ℝ) 1, f v = c * rapidity v := by
  constructor
  · rintro ⟨hc, hf⟩
    exact existsUnique_of_continuousAt_rest
      (hc.continuousAt (Ioo_mem_nhds (by norm_num) (by norm_num))) hf
  · rintro ⟨c, h, -⟩
    refine ⟨?_, ?_⟩
    · have hr : ContinuousOn (fun v => c * rapidity v) (Ioo (-1 : ℝ) 1) := fun v hv =>
        ((hasDerivAt_rapidity hv).const_mul c).continuousAt.continuousWithinAt
      exact hr.congr h
    · intro a ha b hb
      obtain ⟨hm, hr⟩ := compose_mem_and_rapidity_add ha hb
      rw [h _ hm, h a ha, h b hb, hr, mul_add]
```

## (i) The low-speed limit fixes the scale

**Task.** Let $f$ be an additive parameter with derivative $k$ at $v=0$. Show that $f(v)=k\,\rho(v)$ for all $v\in(-1,1)$.

**Solution.** Differentiability at $0$ implies continuity there, so (g) gives $f=c\,\rho$ on $(-1,1)$ for some $c$. Near $v=0$ the two functions coincide, and by (f) their common slope is

$$k=f'(0)=c\,\rho'(0)=\frac{c}{1-0^2}=c.$$

For small $v$ the parameter behaves as $k\,v$, so a nonzero $k$ sets its unit and its sign. Requiring it to agree with the ordinary velocity to first order sets $k=1$ and selects rapidity itself.

In Lean, `hd` transfers the derivative of $c\,\rho$ to $f$, since the two agree in a neighbourhood of $0$, and `hk.unique` equates the two values of the derivative.

```lean
/-- An additive velocity parameter with slope `k` at rest equals `k` times the rapidity at
every velocity below the speed of light. -/
theorem eq_slope_mul_rapidity {f : ℝ → ℝ} {k : ℝ} (hk : HasDerivAt f k 0)
    (hf : IsAdditiveParameter f) {v : ℝ} (hv : v ∈ Ioo (-1 : ℝ) 1) :
    f v = k * rapidity v := by
  obtain ⟨c, h, -⟩ := existsUnique_of_continuousAt_rest hk.continuousAt hf
  have hmem : (0 : ℝ) ∈ Ioo (-1 : ℝ) 1 := ⟨by norm_num, by norm_num⟩
  -- compare the two slopes at rest
  have hd := ((hasDerivAt_rapidity hmem).const_mul c).congr_of_eventuallyEq
    (Filter.eventually_of_mem (Ioo_mem_nhds hmem.1 hmem.2) h)
  have hkc : k = c := by
    have e := hk.unique hd
    norm_num at e
    exact e
  rw [hkc]
  exact h v hv

end

end RapidityUniqueness
```

```lean
#print axioms RapidityUniqueness.continuous_additive_iff_rapidity
#print axioms RapidityUniqueness.eq_slope_mul_rapidity
```

```
'RapidityUniqueness.continuous_additive_iff_rapidity' depends on axioms: [propext, Classical.choice, Quot.sound]
'RapidityUniqueness.eq_slope_mul_rapidity' depends on axioms: [propext, Classical.choice, Quot.sound]
```
